# Deleting zero-overlap paths preserves the total averaged overlap when the trial vector is an eigenvector of a Hermitian mean propagator

Take the trial vector $\psi=(1,0)$, a walker $\varphi=(0,1)$, and two auxiliary fields, each with probability $1/2$, whose matrices are chosen for simple arithmetic rather than derived from a Hamiltonian:

$$B(0)=\begin{pmatrix}4&1\\1&1\end{pmatrix},\qquad B(1)=\begin{pmatrix}0&-1\\-1&1\end{pmatrix}.$$

The walker has zero overlap with $\psi$. One step takes it to $(1,1)$ or to $(-1,1)$, with overlaps $+1$ and $-1$. Each continuation contributes to the overlap, but their average is zero, so deleting the walker before the step does not change the total.

## Fields, walkers and deleted paths

Let $X$ be a finite set of fields with real weights $p(a)$ and complex square matrices $B(a)$, acting on vectors with finitely many components indexed by `ι`. The weights may be probabilities, but neither positivity nor normalisation is required; "average" below means the sum with these weights.

```lean
import Mathlib

open Matrix

namespace ConstrainedPathMonteCarlo

noncomputable section

variable {X ι : Type*} [Fintype X] [Fintype ι]
```

The overlap $\langle\psi,\varphi\rangle=\sum_i\psi_i^*\varphi_i$ is conjugate-linear in the trial vector.

```lean
/-- The overlap `⟨ψ, φ⟩` of a walker `φ` with the trial vector `ψ`. -/
def overlap (ψ φ : ι → ℂ) : ℂ := star ψ ⬝ᵥ φ
```

The mean propagator is $\bar B=\sum_a p(a)B(a)$. In the physical application the $B(a)$ are to be read as matrices on the many-particle space, not as the one-particle matrices that act on the orbitals of a Slater determinant; averaging them over the auxiliary fields then gives the short imaginary-time propagator, up to the time-step error.

```lean
/-- The mean one-step propagator: the sum of the matrices `B x` with weights `p x`. -/
def meanPropagator (p : X → ℝ) (B : X → Matrix ι ι ℂ) : Matrix ι ι ℂ :=
  ∑ a, (p a : ℂ) • B a
```

A path $x=(x_0,\dots,x_{m-1})$ is a function `Fin m → X`, with weight $W(x)=\prod_i p(x_i)$. The fields are therefore drawn independently of the walker, without importance sampling.

```lean
/-- The weight of a path of auxiliary fields: the product of the weights of its fields. -/
def pathWeight {m : ℕ} (p : X → ℝ) (x : Fin m → X) : ℝ := ∏ i, p (x i)
```

The walker starts at $\varphi_0=\varphi$ and moves by $\varphi_{k+1}=B(x_k)\varphi_k$.

```lean
/-- The walker reached from `φ` by applying the matrices of the fields `x 0, x 1, …` in turn. -/
def walker (B : X → Matrix ι ι ℂ) : (m : ℕ) → (Fin m → X) → (ι → ℂ) → (ι → ℂ)
  | 0, _, φ => φ
  | m + 1, x, φ => walker B m (fun i => x i.succ) (B (x 0) *ᵥ φ)
```

A path survives if $\langle\psi,\varphi_k\rangle\neq0$ for every $k=0,\dots,m$.

```lean
/-- A path survives if its overlap with `ψ` is nonzero at the start and after every step. -/
def Survives (B : X → Matrix ι ι ℂ) (ψ : ι → ℂ) : (m : ℕ) → (Fin m → X) → (ι → ℂ) → Prop
  | 0, _, φ => overlap ψ φ ≠ 0
  | m + 1, x, φ => overlap ψ φ ≠ 0 ∧ Survives B ψ m (fun i => x i.succ) (B (x 0) *ᵥ φ)
```

Write $S_m(\varphi)$ for the sum of $W(x)\langle\psi,\varphi_m\rangle$ over all $m$-step paths, and $C_m(\varphi)$ for the same sum over surviving paths only. In Lean these are `totalOverlap` and `constrainedOverlap`.

```lean
/-- The weighted sum of the final overlaps over all `m`-step paths from `φ`. -/
def totalOverlap (p : X → ℝ) (B : X → Matrix ι ι ℂ) (ψ : ι → ℂ) (m : ℕ) (φ : ι → ℂ) : ℂ :=
  ∑ x : Fin m → X, (pathWeight p x : ℂ) * overlap ψ (walker B m x φ)

open Classical in
/-- The weighted sum of the final overlaps over the surviving `m`-step paths from `φ`. -/
def constrainedOverlap (p : X → ℝ) (B : X → Matrix ι ι ℂ) (ψ : ι → ℂ) (m : ℕ)
    (φ : ι → ℂ) : ℂ :=
  ∑ x : Fin m → X, if Survives B ψ m x φ then
    (pathWeight p x : ℂ) * overlap ψ (walker B m x φ) else 0
```

## (a) Splitting off the first field

For any complex function $F$ of a path, show that

$$\sum_{x\in X^{m+1}}F(x)=\sum_{a\in X}\sum_{y\in X^m}F(a,y).$$

**Solution.** Every path of $m+1$ steps consists of exactly one first field $a$ and one remaining path $y$, so the right side counts each path once. In Lean, `Fin.cons a y` is the joined path, `Fin.consEquiv` supplies the bijection, and the sum over pairs becomes a double sum.

```lean
/-- A sum over paths of `m + 1` steps is a sum over the first field and the remaining path. -/
theorem sum_paths_succ {m : ℕ} (F : (Fin (m + 1) → X) → ℂ) :
    ∑ x, F x = ∑ a : X, ∑ y : Fin m → X, F (Fin.cons a y) := by
  have h := (Fin.consEquiv (fun _ : Fin (m + 1) => X)).sum_comp F
  rw [← h]
  exact Fintype.sum_prod_type _
```

## (b) One averaged step

Assume that $\bar B$ is Hermitian and $\bar B\psi=\lambda\psi$ with $\lambda$ real. Show that

$$\sum_a p(a)\langle\psi,B(a)\varphi\rangle=\lambda\langle\psi,\varphi\rangle.$$

**Solution.** By linearity in the second argument, then Hermiticity, then the eigenvalue equation,

$$\sum_a p(a)\langle\psi,B(a)\varphi\rangle=\langle\psi,\bar B\varphi\rangle=\langle\bar B\psi,\varphi\rangle=\lambda\langle\psi,\varphi\rangle.$$

The two assumptions are `hB`, Hermiticity, and `hψ`, the eigenvalue equation; for nonzero $\psi$ the latter says that the trial vector is an exact eigenvector of the averaged propagator. The individual $B(a)$ need not be Hermitian. In the proof, `hsum` establishes linearity by induction over the set of fields, `hleft` is the row-vector equation $\psi^\dagger\bar B=\lambda\psi^\dagger$, and the final `calc` joins them.

```lean
/-- If the mean propagator is Hermitian and maps `ψ` to `λ ψ`, one step multiplies the averaged
overlap with `ψ` by `λ`. -/
theorem mean_overlap_step {p : X → ℝ} {B : X → Matrix ι ι ℂ} {ψ : ι → ℂ} {lam : ℝ}
    (hB : (meanPropagator p B).IsHermitian)
    (hψ : meanPropagator p B *ᵥ ψ = (lam : ℂ) • ψ) (φ : ι → ℂ) :
    ∑ a, (p a : ℂ) * overlap ψ (B a *ᵥ φ) = lam * overlap ψ φ := by
  classical
  -- the average of the overlaps is the overlap of the average
  have hsum : ∀ s : Finset X, star ψ ⬝ᵥ ((∑ a ∈ s, (p a : ℂ) • B a) *ᵥ φ)
      = ∑ a ∈ s, (p a : ℂ) * (star ψ ⬝ᵥ (B a *ᵥ φ)) := by
    intro s
    induction s using Finset.induction_on with
    | empty => simp
    | insert a s ha ih =>
      rw [Finset.sum_insert ha, Finset.sum_insert ha, Matrix.add_mulVec, dotProduct_add, ih,
        Matrix.smul_mulVec, dotProduct_smul, smul_eq_mul]
  -- the Hermitian mean acts to the left on its eigenvector
  have hleft : star ψ ᵥ* meanPropagator p B = (lam : ℂ) • star ψ := by
    have h := Matrix.star_mulVec (meanPropagator p B) ψ
    rw [hB.eq, hψ] at h
    rw [← h]
    ext i
    simp
  calc ∑ a, (p a : ℂ) * overlap ψ (B a *ᵥ φ)
      = star ψ ⬝ᵥ (meanPropagator p B *ᵥ φ) := (hsum Finset.univ).symm
    _ = lam * overlap ψ φ := by
      rw [Matrix.dotProduct_mulVec, hleft, smul_dotProduct, smul_eq_mul, overlap]
```

## (c) A recursion for the full sum

Without assuming anything about $\bar B$, show that

$$S_{m+1}(\varphi)=\sum_a p(a)\,S_m(B(a)\varphi).$$

**Solution.** Split the path as in (a). Its weight factorises as $W(a,y)=p(a)W(y)$, and its final walker is the one reached along $y$ from $B(a)\varphi$. Hence

$$S_{m+1}(\varphi)=\sum_a p(a)\sum_y W(y)\langle\psi,\varphi_m^{(a,y)}\rangle,$$

where $\varphi_m^{(a,y)}$ is the walker after the $m$ steps of $y$ from $B(a)\varphi$. The inner sum is $S_m(B(a)\varphi)$. The facts `hw` and `hv` are the statements about the weight and the walker.

```lean
/-- The total overlap after `m + 1` steps is the average, over the first field, of the total
overlap after `m` further steps. -/
theorem totalOverlap_succ (p : X → ℝ) (B : X → Matrix ι ι ℂ) (ψ : ι → ℂ) (m : ℕ)
    (φ : ι → ℂ) :
    totalOverlap p B ψ (m + 1) φ = ∑ a, (p a : ℂ) * totalOverlap p B ψ m (B a *ᵥ φ) := by
  unfold totalOverlap
  rw [sum_paths_succ]
  refine Finset.sum_congr rfl fun a _ => ?_
  rw [Finset.mul_sum]
  refine Finset.sum_congr rfl fun y _ => ?_
  have hw : pathWeight p (Fin.cons a y : Fin (m + 1) → X) = p a * pathWeight p y := by
    simp [pathWeight, Fin.prod_univ_succ]
  have hv : walker B (m + 1) (Fin.cons a y) φ = walker B m y (B a *ᵥ φ) := rfl
  rw [hw, hv, Complex.ofReal_mul, mul_assoc]
```

## (d) The full sum in closed form

Under the assumptions of (b), show that for every $m\ge0$ and every $\varphi$

$$S_m(\varphi)=\lambda^m\langle\psi,\varphi\rangle.$$

**Solution.** For $m=0$ there is one empty path, with weight $1$, and $S_0(\varphi)=\langle\psi,\varphi\rangle$. If the formula holds for $m$ and all starting vectors, then (c) and (b) give

$$S_{m+1}(\varphi)=\lambda^m\sum_a p(a)\langle\psi,B(a)\varphi\rangle=\lambda^{m+1}\langle\psi,\varphi\rangle.$$

The induction hypothesis is applied to $B(a)\varphi$, not to $\varphi$, which is why the Lean induction has `generalizing φ`.

```lean
/-- If the mean propagator is Hermitian and maps `ψ` to `λ ψ`, the total overlap after `m` steps
from `φ` is `λ ^ m ⟨ψ, φ⟩`. -/
theorem totalOverlap_eq_pow {p : X → ℝ} {B : X → Matrix ι ι ℂ} {ψ : ι → ℂ} {lam : ℝ}
    (hB : (meanPropagator p B).IsHermitian)
    (hψ : meanPropagator p B *ᵥ ψ = (lam : ℂ) • ψ) (m : ℕ) (φ : ι → ℂ) :
    totalOverlap p B ψ m φ = (lam : ℂ) ^ m * overlap ψ φ := by
  induction m generalizing φ with
  | zero => simp [totalOverlap, walker, pathWeight]
  | succ m ih =>
    rw [totalOverlap_succ]
    simp only [ih]
    have h := mean_overlap_step hB hψ φ
    calc ∑ a, (p a : ℂ) * ((lam : ℂ) ^ m * overlap ψ (B a *ᵥ φ))
        = (lam : ℂ) ^ m * ∑ a, (p a : ℂ) * overlap ψ (B a *ᵥ φ) := by
          rw [Finset.mul_sum]
          exact Finset.sum_congr rfl fun a _ => by ring
      _ = (lam : ℂ) ^ (m + 1) * overlap ψ φ := by rw [h]; ring
```

## (e) Starting at zero overlap

Show that

$$\langle\psi,\varphi\rangle=0\quad\Longrightarrow\quad C_m(\varphi)=0.$$

**Solution.** Survival requires nonzero overlap already at $k=0$. Every path from $\varphi$ is therefore deleted, and every term of the sum is zero. Lean treats $m=0$ and $m+1$ separately because `Survives` is defined by those two cases.

```lean
/-- From a walker with zero overlap the constrained total is zero. -/
theorem constrainedOverlap_of_zero (p : X → ℝ) (B : X → Matrix ι ι ℂ) {ψ φ : ι → ℂ} (m : ℕ)
    (h0 : overlap ψ φ = 0) : constrainedOverlap p B ψ m φ = 0 := by
  unfold constrainedOverlap
  cases m with
  | zero => exact Finset.sum_eq_zero fun x _ => if_neg fun h => h h0
  | succ m => exact Finset.sum_eq_zero fun x _ => if_neg fun h => h.1 h0
```

## (f) A recursion for the surviving paths

Let $\langle\psi,\varphi\rangle\neq0$. Show that

$$C_{m+1}(\varphi)=\sum_a p(a)\,C_m(B(a)\varphi).$$

**Solution.** The test at the start is passed, so $(a,y)$ survives from $\varphi$ exactly when $y$ survives from $B(a)\varphi$. For surviving paths, the weight and the walker split as in (c); for deleted ones, both sides contribute zero. The equivalence is `hs`, and `by_cases` separates the two kinds of path.

```lean
/-- From a walker with nonzero overlap the constrained total is the average, over the first
field, of the constrained totals of the remaining steps. -/
theorem constrainedOverlap_succ (p : X → ℝ) (B : X → Matrix ι ι ℂ) {ψ φ : ι → ℂ} (m : ℕ)
    (h0 : overlap ψ φ ≠ 0) :
    constrainedOverlap p B ψ (m + 1) φ
      = ∑ a, (p a : ℂ) * constrainedOverlap p B ψ m (B a *ᵥ φ) := by
  unfold constrainedOverlap
  rw [sum_paths_succ]
  refine Finset.sum_congr rfl fun a _ => ?_
  rw [Finset.mul_sum]
  refine Finset.sum_congr rfl fun y _ => ?_
  have hw : pathWeight p (Fin.cons a y : Fin (m + 1) → X) = p a * pathWeight p y := by
    simp [pathWeight, Fin.prod_univ_succ]
  have hv : walker B (m + 1) (Fin.cons a y) φ = walker B m y (B a *ᵥ φ) := rfl
  have hs : Survives B ψ (m + 1) (Fin.cons a y) φ ↔ Survives B ψ m y (B a *ᵥ φ) :=
    ⟨fun h => h.2, fun h => ⟨h0, h⟩⟩
  by_cases h : Survives B ψ m y (B a *ᵥ φ)
  · rw [if_pos (hs.2 h), if_pos h, hw, hv, Complex.ofReal_mul, mul_assoc]
  · rw [if_neg (fun h' => h (hs.1 h')), if_neg h, mul_zero]
```

## (g) The effect of the deletion

Under the assumptions of (b), show that for every $m\ge0$ and every $\varphi$

$$C_m(\varphi)=S_m(\varphi).$$

**Solution.** If $\langle\psi,\varphi\rangle=0$, then $C_m(\varphi)=0$ by (e) and $S_m(\varphi)=\lambda^m\cdot0=0$ by (d). If the overlap is nonzero, use induction on $m$. For $m=0$ the empty path survives and both sums are $\langle\psi,\varphi\rangle$. For the next step, (f), the induction hypothesis and (c) give

$$C_{m+1}(\varphi)=\sum_a p(a)C_m(B(a)\varphi)=\sum_a p(a)S_m(B(a)\varphi)=S_{m+1}(\varphi).$$

The Lean proof makes the same case distinction inside its induction.

```lean
/-- If the mean propagator is Hermitian and maps `ψ` to `λ ψ`, deleting every path that has zero
overlap with `ψ` at the start or after some step leaves the total averaged overlap unchanged. -/
theorem constrainedOverlap_eq_totalOverlap {p : X → ℝ} {B : X → Matrix ι ι ℂ} {ψ : ι → ℂ}
    {lam : ℝ} (hB : (meanPropagator p B).IsHermitian)
    (hψ : meanPropagator p B *ᵥ ψ = (lam : ℂ) • ψ) (m : ℕ) (φ : ι → ℂ) :
    constrainedOverlap p B ψ m φ = totalOverlap p B ψ m φ := by
  induction m generalizing φ with
  | zero =>
    by_cases h0 : overlap ψ φ = 0
    · rw [constrainedOverlap_of_zero p B 0 h0, totalOverlap_eq_pow hB hψ, h0, mul_zero]
    · simp [constrainedOverlap, totalOverlap, Survives, walker, h0]
  | succ m ih =>
    by_cases h0 : overlap ψ φ = 0
    · -- the deleted continuations of a walker with zero overlap cancel on average
      rw [constrainedOverlap_of_zero p B (m + 1) h0, totalOverlap_eq_pow hB hψ, h0, mul_zero]
    · rw [constrainedOverlap_succ p B m h0, totalOverlap_succ]
      simp only [ih]
```

For constrained path Monte Carlo, this says that removing walkers at exactly zero overlap does not bias the summed overlap in a finite model whose trial vector is an exact eigenvector of the Hermitian mean propagator. An eigenstate of the Hamiltonian in general meets this condition only up to the time-step error. The result does not cover the usual sign constraint, which also removes walkers whose overlap has turned negative. It does not address other observables or sampling error.

The same argument works for a non-Hermitian $\bar B$ and complex $\lambda$ if $\psi^\dagger\bar B=\lambda\psi^\dagger$ is assumed directly, since (b) uses Hermiticity only to obtain this equation.

## (h) A deleted path with nonzero final overlap

For the two matrices of the opening, with probabilities $1/2$ and $\psi=\varphi=(1,0)$, verify the assumptions of (b) with $\lambda=2$. Show also that the path $x=(1,0)$, field 1 followed by field 0, is deleted although

$$\langle\psi,\varphi_2\rangle=-1.$$

**Solution.** The mean is $\bar B=\mathrm{diag}(2,1)$, which is Hermitian and satisfies $\bar B\psi=2\psi$. Field 1 takes $(1,0)$ to $(0,-1)$, where the overlap is zero, and field 0 then gives $(-1,-1)$.

All four two-step paths have weight $1/4$:

| Path | Overlaps after steps 1 and 2 | Survives |
|---|---|---|
| $(0,0)$ | $4,\ 17$ | yes |
| $(0,1)$ | $4,\ -1$ | yes |
| $(1,0)$ | $0,\ -1$ | no |
| $(1,1)$ | $0,\ 1$ | no |

The full sum is $(17-1-1+1)/4=4$, and the surviving sum is $(17-1)/4=4$. The second path jumps from positive to negative overlap without landing on zero. A rule that also deletes negative overlaps, as a sign constraint does, would leave $17/4$; the equality in (g) is for deletion at zero only.

In Lean, the mean is computed entry by entry, and the four claims then follow by evaluating small matrix products.

```lean
/-- Two field matrices on a two-state system. -/
def branchFields : Fin 2 → Matrix (Fin 2) (Fin 2) ℂ :=
  ![!![4, 1; 1, 1], !![0, -1; -1, 1]]

/-- With probabilities 1/2 the mean of `branchFields` is Hermitian and has eigenvector `(1, 0)` with
eigenvalue 2; for the trial vector `(1, 0)`, the path "field 1, then field 0" from `(1, 0)` is
deleted, although its final overlap is `-1`. -/
theorem branchFields_witness :
    (meanPropagator (fun _ => 1 / 2) branchFields).IsHermitian ∧
    meanPropagator (fun _ => 1 / 2) branchFields *ᵥ ![1, 0] = ((2 : ℝ) : ℂ) • ![1, 0] ∧
    ¬ Survives branchFields ![1, 0] 2 ![1, 0] ![1, 0] ∧
    overlap ![1, 0] (walker branchFields 2 ![1, 0] ![1, 0]) = -1 := by
  have hm : meanPropagator (fun _ => 1 / 2) branchFields = !![2, 0; 0, 1] := by
    ext i j
    fin_cases i <;> fin_cases j <;>
      simp [meanPropagator, branchFields, Fin.sum_univ_two] <;> norm_num
  rw [hm]
  refine ⟨?_, ?_, ?_, ?_⟩
  · unfold Matrix.IsHermitian
    ext i j
    fin_cases i <;> fin_cases j <;> simp [Matrix.conjTranspose_apply]
  · ext i
    fin_cases i <;> simp [Matrix.mulVec, dotProduct, Fin.sum_univ_two]
  · simp [Survives, overlap, branchFields, Matrix.mulVec, dotProduct, Fin.sum_univ_two]
  · simp [walker, overlap, branchFields, Matrix.mulVec, dotProduct, Fin.sum_univ_two]
```

## (i) A trial vector that is not an eigenvector

Let there be one field, with weight $1$ and matrix $\begin{pmatrix}0&1\\1&0\end{pmatrix}$, and let $\psi=\varphi=(1,0)$. Show that

$$S_2(\varphi)=1,\qquad C_2(\varphi)=0.$$

**Solution.** The only path runs $(1,0)\to(0,1)\to(1,0)$. Its final overlap is $1$, but its overlap after the first step is $0$, so it is deleted. The propagator is Hermitian; what fails is the eigenvalue equation for $\psi$. The lost contribution is a constraint bias caused by the trial vector in this two-state model. The exchange matrix has eigenvalue $-1$, so it is not $e^{-\tau H}$ for any Hermitian $H$ and real $\tau$; the example is an algebraic one, not a physical imaginary-time step. Lean evaluates the full sum through (c), and the constrained sum through (f) followed by (e).

```lean
/-- For the single Hermitian propagator that exchanges two states and the trial vector `(1, 0)`,
the total overlap after two steps from `(1, 0)` is 1, but the constrained total is 0. -/
theorem constraint_biased_for_exchange :
    totalOverlap (fun _ : Fin 1 => 1) (fun _ => !![0, 1; 1, 0]) ![1, 0] 2 ![1, 0] = 1 ∧
    constrainedOverlap (fun _ : Fin 1 => 1) (fun _ => !![0, 1; 1, 0]) ![1, 0] 2 ![1, 0] = 0 := by
  constructor
  · rw [totalOverlap_succ]
    simp only [totalOverlap_succ]
    simp [totalOverlap, pathWeight, walker, overlap, Matrix.mulVec, dotProduct,
      Fin.sum_univ_two]
  · have h0 : overlap (![1, 0] : Fin 2 → ℂ) ![1, 0] ≠ 0 := by
      simp [overlap, dotProduct, Fin.sum_univ_two]
    have h1 : overlap (![1, 0] : Fin 2 → ℂ) (!![0, 1; 1, 0] *ᵥ ![1, 0]) = 0 := by
      simp [overlap, Matrix.mulVec, dotProduct, Fin.sum_univ_two]
    rw [constrainedOverlap_succ _ _ 1 h0]
    refine Finset.sum_eq_zero fun a _ => ?_
    rw [constrainedOverlap_of_zero _ _ 1 h1, mul_zero]

end

end ConstrainedPathMonteCarlo
```

```lean
#print axioms ConstrainedPathMonteCarlo.constrainedOverlap_eq_totalOverlap
#print axioms ConstrainedPathMonteCarlo.constraint_biased_for_exchange
```

```
'ConstrainedPathMonteCarlo.constrainedOverlap_eq_totalOverlap' depends on axioms: [propext, Classical.choice, Quot.sound]
'ConstrainedPathMonteCarlo.constraint_biased_for_exchange' depends on axioms: [propext, Classical.choice, Quot.sound]
```
